# The static response of fixed levels at T > 0 as a thermal average of zero-temperature responses

To get the static response of a non-interacting electron gas at temperature T, one may tabulate the zero-temperature response as a function of the Fermi level m and average it over m with a bell-shaped weight centred at the chemical potential μ. The step is exact when levels and couplings depend neither on T nor on m. For the continuum gas it is known as the Maldague formula; the momentum integral is replaced here by a finite sum over pairs of states with different energies.

## Occupations, weight and response

States carry a label i from a finite type `ι`.

```lean
import Mathlib

open MeasureTheory Set Filter Topology

namespace ThermalResponse

noncomputable section

variable {ι : Type*} [Fintype ι]
```

With k_B = 1, so that T is an energy, a level e has the Fermi occupation

f(e) = 1 / (exp((e − μ)/T) + 1).

```lean
/-- Fermi-Dirac occupation of a level `e` at temperature `T` and chemical potential `mu`. -/
def fermi (T mu e : ℝ) : ℝ := (Real.exp ((e - mu) / T) + 1)⁻¹
```

The zero-temperature occupation is taken as θ_m(e) = 1 for e < m and 0 otherwise. That a level exactly at m counts as empty is a convention, which does not affect the integrals over m below.

```lean
/-- Zero-temperature occupation: the level `e` is filled if it lies below the Fermi level `m`. -/
def step (m e : ℝ) : ℝ := if e < m then 1 else 0
```

The weight given to the Fermi level m is

K(m) = 1 / (4T cosh²((m − μ)/2T)).

```lean
/-- Thermal weight `1 / (4 T cosh((m - mu) / 2T)^2)` of the Fermi level `m`. -/
def thermalKernel (T mu m : ℝ) : ℝ := 1 / (4 * T * Real.cosh ((m - mu) / (2 * T)) ^ 2)
```

For real levels e_i, real couplings M_ij and occupations f_i the response is

χ[f] = Σ M_ij (f_i − f_j)/(e_i − e_j),

summed over ordered pairs (i, j) with e_i ≠ e_j. The couplings stand for squared matrix elements of a static perturbation, with spin and volume factors absorbed; no symmetry or sign is assumed. Frequency dependence, interactions and the fixing of μ by a particle number are not modelled.

```lean
/-- Static response: the sum of `M i j (f i - f j) / (e i - e j)` over all ordered pairs of
states with different energies. -/
def chi (e : ι → ℝ) (M : ι → ι → ℝ) (f : ι → ℝ) : ℝ :=
  ∑ p ∈ Finset.univ.filter (fun p : ι × ι => e p.1 ≠ e p.2),
    M p.1 p.2 * (f p.1 - f p.2) / (e p.1 - e p.2)
```

For distinct levels (`Function.Injective e`), e_i ≠ e_j means i ≠ j, and `he.ne_iff` exchanges the two conditions.

```lean
/-- For distinct levels the response is the sum over all pairs `i ≠ j`. -/
theorem chi_of_distinct [DecidableEq ι] {e : ι → ℝ} (he : Function.Injective e)
    (M : ι → ι → ℝ) (f : ι → ℝ) :
    chi e M f = ∑ p ∈ Finset.univ.filter (fun p : ι × ι => p.1 ≠ p.2),
      M p.1 p.2 * (f p.1 - f p.2) / (e p.1 - e p.2) :=
  Finset.sum_congr (Finset.filter_congr fun _ _ => he.ne_iff) fun _ _ => rfl
```

## The weight is minus the slope of the Fermi function

Since cosh is positive, K > 0 for T > 0.

```lean
/-- The thermal weight is positive at positive temperature. -/
theorem thermalKernel_pos {T : ℝ} (hT : 0 < T) (mu m : ℝ) : 0 < thermalKernel T mu m := by
  have := Real.cosh_pos ((m - mu) / (2 * T))
  unfold thermalKernel
  positivity
```

Put u = (m − μ)/T and E = exp(u/2). The chain rule gives

f′(m) = −(1/T) exp(u)/(exp(u) + 1)² = −(1/T) E²/(E² + 1)².

From cosh(u/2) = (E + 1/E)/2 = (E² + 1)/(2E) follows E²/(E² + 1)² = 1/(4 cosh²(u/2)), hence f′(m) = −K(m). In the code `h1` differentiates the denominator, `hE` is exp(u) = E², `hc` rewrites the cosh, and `key` is the final identity.

```lean
/-- The energy derivative of the Fermi function is minus the thermal weight. -/
theorem fermi_hasDerivAt {T : ℝ} (hT : 0 < T) (mu m : ℝ) :
    HasDerivAt (fermi T mu) (-thermalKernel T mu m) m := by
  have h1 : HasDerivAt (fun x => Real.exp ((x - mu) / T) + 1)
      (Real.exp ((m - mu) / T) * (1 / T)) m :=
    (((hasDerivAt_id' m).sub_const mu).div_const T).exp.add_const 1
  have hne : Real.exp ((m - mu) / T) + 1 ≠ 0 := by positivity
  have hE : Real.exp ((m - mu) / T) = Real.exp ((m - mu) / (2 * T)) ^ 2 := by
    rw [sq, ← Real.exp_add]
    congr 1
    ring
  -- with E = exp(u/2): E^2 / (E^2 + 1)^2 = 1 / (4 cosh(u/2)^2)
  have key : -(Real.exp ((m - mu) / T) * (1 / T)) / (Real.exp ((m - mu) / T) + 1) ^ 2
      = -thermalKernel T mu m := by
    unfold thermalKernel
    rw [hE, Real.cosh_eq, Real.exp_neg]
    have hpos := Real.exp_pos ((m - mu) / (2 * T))
    generalize Real.exp ((m - mu) / (2 * T)) = E at hpos ⊢
    have hc : (E + E⁻¹) / 2 = (E ^ 2 + 1) / (2 * E) := by
      field_simp
    rw [hc]
    field_simp
    all_goals ring
  exact (h1.inv hne).congr_deriv key
```

## The Fermi function as an average of steps

The function −f is an antiderivative of K and tends to 0 as m → +∞, so

∫_e^∞ K(m) dm = 0 − (−f(e)) = f(e).

Here `hd` is the antiderivative and `h1` the limit. A nonnegative derivative of a function with a finite limit is integrable, which is the role of `hp`. The set `Ioi e` is the half-line m > e, and integrals are Lebesgue integrals.

```lean
/-- For `T > 0` the thermal weight is integrable above a level `e`, and its integral there is the
Fermi occupation of `e`. -/
theorem integral_Ioi_thermalKernel {T : ℝ} (hT : 0 < T) (mu e : ℝ) :
    IntegrableOn (thermalKernel T mu) (Ioi e) ∧
      ∫ m in Ioi e, thermalKernel T mu m = fermi T mu e := by
  have hd : ∀ x ∈ Ici e, HasDerivAt (fun x => -fermi T mu x) (thermalKernel T mu x) x :=
    fun x _ => (fermi_hasDerivAt hT mu x).fun_neg.congr_deriv (neg_neg _)
  have hp : ∀ x ∈ Ioi e, 0 ≤ thermalKernel T mu x := fun x _ => (thermalKernel_pos hT mu x).le
  -- the occupation vanishes at high energy
  have h0 : Tendsto (fun x : ℝ => (x - mu) / T) atTop atTop :=
    Tendsto.atTop_div_const hT
      (by simpa [sub_eq_add_neg] using tendsto_atTop_add_const_right atTop (-mu) tendsto_id)
  have h1 : Tendsto (fermi T mu) atTop (𝓝 0) :=
    tendsto_inv_atTop_zero.comp
      (tendsto_atTop_add_const_right atTop 1 (Real.tendsto_exp_atTop.comp h0))
  refine ⟨integrableOn_Ioi_deriv_of_nonneg' hd hp h1.neg, ?_⟩
  rw [integral_Ioi_of_hasDerivAt_of_nonneg' hd hp h1.neg]
  ring
```

As a function of m, the product θ_m(e) K(m) equals K on m > e and vanishes elsewhere (`hind`). Therefore

∫ θ_m(e) K(m) dm = f(e),

with m running over the whole real line.

```lean
/-- For `T > 0` the Fermi occupation is the average of the step occupation over Fermi levels `m`
with the thermal weight. -/
theorem fermi_eq_integral_step {T : ℝ} (hT : 0 < T) (mu e : ℝ) :
    Integrable (fun m => step m e * thermalKernel T mu m) ∧
      ∫ m, step m e * thermalKernel T mu m = fermi T mu e := by
  have hind : (fun m => step m e * thermalKernel T mu m)
      = (Ioi e).indicator (thermalKernel T mu) := by
    funext m
    by_cases h : e < m <;> simp [step, Set.indicator, h]
  obtain ⟨hi, hv⟩ := integral_Ioi_thermalKernel hT mu e
  rw [hind]
  exact ⟨(integrable_indicator_iff measurableSet_Ioi).2 hi,
    (integral_indicator measurableSet_Ioi).trans hv⟩
```

## Linearity carries the average over to χ

Write χ_m for χ with occupations θ_m(e_i), and χ_T for χ with occupations f(e_i). Multiplying out (`hpt`),

χ_m K(m) = Σ [M_ij/(e_i − e_j)] (θ_m(e_i) K(m) − θ_m(e_j) K(m)).

Each term is integrable (`hint`), so the finite sum passes through the integral, and the previous identity at e_i and e_j gives

∫ χ_m K(m) dm = Σ [M_ij/(e_i − e_j)] (f(e_i) − f(e_j)) = χ_T.

In words, `chi_fermi_eq_integral` states: for every T > 0, every real μ and any finite family of levels and couplings, χ_m K(m) is integrable and its integral is χ_T. Distinctness is not assumed; with `chi_of_distinct` the statement becomes the one for the sum over i ≠ j.

```lean
/-- The response with Fermi occupations at temperature `T > 0` equals the integral over Fermi
levels `m` of the step-occupation response times the thermal weight; the integrand is
integrable. -/
theorem chi_fermi_eq_integral {T : ℝ} (hT : 0 < T) (mu : ℝ) (e : ι → ℝ) (M : ι → ι → ℝ) :
    Integrable (fun m => chi e M (fun i => step m (e i)) * thermalKernel T mu m) ∧
      chi e M (fun i => fermi T mu (e i))
        = ∫ m, chi e M (fun i => step m (e i)) * thermalKernel T mu m := by
  have hs := fermi_eq_integral_step hT mu
  -- the response is linear in the occupations
  have hpt : (fun m => chi e M (fun i => step m (e i)) * thermalKernel T mu m)
      = fun m => ∑ p ∈ Finset.univ.filter (fun p : ι × ι => e p.1 ≠ e p.2),
        M p.1 p.2 / (e p.1 - e p.2) *
          (step m (e p.1) * thermalKernel T mu m - step m (e p.2) * thermalKernel T mu m) := by
    funext m
    unfold chi
    rw [Finset.sum_mul]
    exact Finset.sum_congr rfl fun p _ => by ring
  have hint : ∀ p ∈ Finset.univ.filter (fun p : ι × ι => e p.1 ≠ e p.2),
      Integrable (fun m => M p.1 p.2 / (e p.1 - e p.2) *
        (step m (e p.1) * thermalKernel T mu m - step m (e p.2) * thermalKernel T mu m)) :=
    fun p _ => ((hs (e p.1)).1.sub (hs (e p.2)).1).const_mul _
  rw [hpt]
  constructor
  · exact integrable_finsetSum _ hint
  · rw [integral_finsetSum _ hint]
    unfold chi
    refine Finset.sum_congr rfl fun p _ => ?_
    rw [integral_const_mul, integral_sub (hs (e p.1)).1 (hs (e p.2)).1,
      (hs (e p.1)).2, (hs (e p.2)).2]
    ring
```

## Unit total weight and bounds on χ_T

At the chemical potential f(μ) = 1/2 (`hh`), so the half-line m > μ carries weight 1/2. Because cosh is even, K is unchanged under m → −m, μ → −μ (`hsym`), which maps m ≤ μ onto the upper half-line of the weight centred at −μ, again with weight 1/2 (`hL`). Adding the halves,

∫ K(m) dm = 1.

Lean assigns the integral 0 to a non-integrable function, which is why the theorems state integrability and why the value 1/2 yields `hLi`.

```lean
/-- For `T > 0` the thermal weight is integrable with total weight one. -/
theorem integral_thermalKernel {T : ℝ} (hT : 0 < T) (mu : ℝ) :
    Integrable (thermalKernel T mu) ∧ ∫ m, thermalKernel T mu m = 1 := by
  have hh : ∀ a, fermi T a a = 1 / 2 := by
    intro a
    norm_num [fermi]
  have hsym : ∀ m, thermalKernel T mu m = thermalKernel T (-mu) (-m) := by
    intro m
    unfold thermalKernel
    rw [show (-m - -mu) / (2 * T) = -((m - mu) / (2 * T)) by ring, Real.cosh_neg]
  -- reflection m → -m, mu → -mu: the half-line m ≤ mu carries weight 1/2
  have hL : ∫ m in Iic mu, thermalKernel T mu m = 1 / 2 :=
    calc ∫ m in Iic mu, thermalKernel T mu m
        = ∫ m in Iic mu, thermalKernel T (-mu) (-m) :=
          integral_congr_ae (Eventually.of_forall hsym)
      _ = ∫ m in Ioi (-mu), thermalKernel T (-mu) m :=
          integral_comp_neg_Iic mu (thermalKernel T (-mu))
      _ = 1 / 2 := by rw [(integral_Ioi_thermalKernel hT (-mu) (-mu)).2, hh]
  have hLi : IntegrableOn (thermalKernel T mu) (Iic mu) :=
    Integrable.of_integral_ne_zero (by rw [hL]; norm_num)
  obtain ⟨hRi, hR⟩ := integral_Ioi_thermalKernel hT mu mu
  constructor
  · rw [← integrableOn_univ, ← Iic_union_Ioi (a := mu)]
    exact hLi.union hRi
  · rw [← intervalIntegral.integral_Iic_add_Ioi hLi hRi, hL, hR, hh]
    norm_num
```

Let a and b be real numbers with a ≤ χ_m ≤ b for every real m. Multiplying by K > 0 and integrating, with ∫ c K dm = c for a constant c (`hc`),

a = ∫ a K dm ≤ χ_T ≤ ∫ b K dm = b.

The hypothesis covers Fermi levels below the whole spectrum, where all states are empty and χ_m = 0, so admissible bounds enclose zero. For fixed non-interacting levels, and with pairs of equal energy left out as in `chi`, χ_T thus lies between the smallest and the largest of the finitely many values that χ_m takes as the Fermi level is swept.

```lean
/-- If the step-occupation response lies between `a` and `b` for every Fermi level, so does the
response with Fermi occupations at any `T > 0` and any `mu`. -/
theorem chi_fermi_bounds {T : ℝ} (hT : 0 < T) (mu : ℝ) (e : ι → ℝ) (M : ι → ι → ℝ) {a b : ℝ}
    (h : ∀ m, chi e M (fun i => step m (e i)) ∈ Icc a b) :
    chi e M (fun i => fermi T mu (e i)) ∈ Icc a b := by
  obtain ⟨hi, hv⟩ := chi_fermi_eq_integral hT mu e M
  obtain ⟨hK, h1⟩ := integral_thermalKernel hT mu
  have hc : ∀ c : ℝ, ∫ m, c * thermalKernel T mu m = c := by
    intro c
    rw [integral_const_mul, h1, mul_one]
  rw [hv]
  constructor
  · exact (hc a).symm.le.trans (integral_mono (hK.const_mul a) hi fun m =>
      mul_le_mul_of_nonneg_right (h m).1 (thermalKernel_pos hT mu m).le)
  · exact (integral_mono hi (hK.const_mul b) fun m =>
      mul_le_mul_of_nonneg_right (h m).2 (thermalKernel_pos hT mu m).le).trans (hc b).le

end

end ThermalResponse
```

```lean
#print axioms ThermalResponse.chi_of_distinct
#print axioms ThermalResponse.chi_fermi_eq_integral
#print axioms ThermalResponse.chi_fermi_bounds
```

```
'ThermalResponse.chi_of_distinct' depends on axioms: [propext, Classical.choice, Quot.sound]
'ThermalResponse.chi_fermi_eq_integral' depends on axioms: [propext, Classical.choice, Quot.sound]
'ThermalResponse.chi_fermi_bounds' depends on axioms: [propext, Classical.choice, Quot.sound]
```

## Keeping pairs of equal energy

The sum in `chi` omits pairs with e_i = e_j. A model that keeps them replaces the quotient by its limit f′(e_i), adding the terms −M_ij K(e_i) to χ_T. The matching zero-temperature term is −M_ij δ(m − e_i), so, unless the couplings of these pairs sum to zero at each energy, χ_m would be a measure in m and no longer a function, and the pointwise bounds a ≤ χ_m ≤ b would lose their meaning. None of the theorems above treats this variant.
